# Line shapes of a Lorentzian-broadened parabolic band edge in one, two and three dimensions

Q: If I take the wrong square root in the line shape of a broadened band edge, my fit shows gain where the sample absorbs. A formula with $(-z)^{1/2}$ in it invites exactly that. What fixes the sign?

A: The integral does. Put $z=\hbar\omega-E_g+i\Gamma$ with $\Gamma>0$, where $\hbar\omega$ is the photon energy, $E_g$ the gap and $\Gamma$ the broadening. Let $t>0$ be the transition energy above the gap. The response is the integral over $t$ of the joint density of states times $1/(t-z)$, and the imaginary part of $1/(t-z)$ is a Lorentzian in $\hbar\omega$ of half-width $\Gamma$. With fields that vary in time $\tau$ as $e^{-i\omega\tau}$, a positive imaginary part of the response means absorption. In one dimension the joint density of states is $t^{-1/2}$, up to a constant factor set to one here. Let $s=(-z)^{1/2}$ be the principal root. Since $\arg(-z)$ lies in $(-\pi,0)$, halving it gives $\operatorname{Re}s>0$. With $t=u^2$,

$$\int_0^\infty\frac{t^{-1/2}}{t-z}\,dt=\int_0^\infty\frac{2\,du}{s^2+u^2}=\left[\frac{\log(s+iu)-\log(s-iu)}{is}\right]_0^\infty .$$

Both arguments stay in the right half-plane, so no cut is crossed. The bracket vanishes at $u=0$. For large $u$, a common $\log u$ cancels, leaving $\log(s/u+i)-\log(s/u-i)\to i\pi$. The integral is therefore $\pi/s=\pi(-z)^{-1/2}$.

Q: And the other two dimensions?

A: In two, the density is $1$ and I stop at a band cutoff $L$. Since $t-z$ is never real, $\log(t-z)$ is an antiderivative, and the response is $\log(L-z)-\log(-z)$. In three, the density is $t^{1/2}$ and the integral diverges, so I subtract the integrand at $z=0$ first:

$$t^{1/2}\left(\frac1{t-z}-\frac1t\right)=z\,\frac{t^{-1/2}}{t-z}.$$

So the response is $z\pi/s=-s^2\pi/s=-\pi(-z)^{1/2}$.

Q: Show me that the code defines these same integrals.

A: Here `d` is the dimension, and the density has unit prefactor, which stands for constant effective masses and transition matrix elements.

In Lean 4 with Mathlib:

```lean
import Mathlib

open Set Filter MeasureTheory Topology

namespace BroadenedEdge

noncomputable section

/-- Joint density of states `t^(d/2-1)` at energy `t > 0` above a `d`-dimensional edge,
with unit prefactor. -/
def jointDOS (d : ℕ) (t : ℝ) : ℝ := t ^ ((d : ℝ) / 2 - 1)

/-- Resonant response of a one-dimensional edge at complex detuning `z`, for `Im z > 0`. -/
def response1D (z : ℂ) : ℂ := ∫ t in Ioi (0 : ℝ), (jointDOS 1 t : ℂ) / ((t : ℂ) - z)

/-- Resonant response of a two-dimensional edge with band cutoff `L`, for `Im z > 0`. -/
def response2D (L : ℝ) (z : ℂ) : ℂ := ∫ t in (0 : ℝ)..L, (jointDOS 2 t : ℂ) / ((t : ℂ) - z)

/-- Resonant response of a three-dimensional edge, for `Im z > 0`, with the integrand at `z = 0`
subtracted under the integral. -/
def response3D (z : ℂ) : ℂ :=
  ∫ t in Ioi (0 : ℝ), (jointDOS 3 t : ℂ) * (1 / ((t : ℂ) - z) - 1 / (t : ℂ))
```

`Ioi 0` is the half-line $t>0$. The complex number `z` carries both detuning and broadening; the hypothesis `0 < z.im` says that the broadening is positive, whether it comes from a finite lifetime or from dephasing.

Q: What has been left out?

A: Electron–hole attraction, the antiresonant term, saddle points and any energy dependence of $\Gamma$. The subtraction in three dimensions also discards a real background that a finite band would supply. Within this non-interacting, parabolic model, the results give the functions to fit to a dielectric spectrum near an edge, up to an amplitude and a smooth background.

Q: Does the density reduce to the familiar powers, and does the first integral converge?

A: Both are proved. For convergence, $|t-z|\ge\operatorname{Im}z$ and $t\le|t-z|+|z|$ give $1+t\le C|t-z|$ with $C=1+(|z|+1)/\operatorname{Im}z$. The integrand is then bounded by $C\,t^{-1/2}/(1+t)$, and $t^{-1/2}/(1+t)$ is the derivative of $2\arctan\sqrt t$.

```lean
/-- Above the edge the joint density of states is `1/√t`, `1` and `√t` in one, two and three
dimensions. -/
theorem jointDOS_values {t : ℝ} (ht : 0 < t) :
    jointDOS 1 t = (√t)⁻¹ ∧ jointDOS 2 t = 1 ∧ jointDOS 3 t = √t := by
  refine ⟨?_, ?_, ?_⟩
  · rw [jointDOS, Real.sqrt_eq_rpow, ← Real.rpow_neg ht.le]
    congr 1
    norm_num
  · norm_num [jointDOS]
  · rw [jointDOS, Real.sqrt_eq_rpow]
    congr 1
    norm_num

/-- With positive broadening `Im z`, the one-dimensional response integral converges
absolutely. -/
theorem integrable_response1D {z : ℂ} (hz : 0 < z.im) :
    IntegrableOn (fun t : ℝ => (jointDOS 1 t : ℂ) / ((t : ℂ) - z)) (Ioi 0) := by
  -- the comparison function is the derivative of `2 arctan √t`
  have hreal : IntegrableOn (fun t : ℝ => (√t)⁻¹ / (1 + t)) (Ioi 0) := by
    refine integrableOn_Ioi_deriv_of_nonneg (g := fun t => 2 * Real.arctan (√t))
      (l := 2 * (Real.pi / 2)) ?_ ?_ ?_ ?_
    · exact (continuous_const.mul
        (Real.continuous_arctan.comp Real.continuous_sqrt)).continuousWithinAt
    · intro t ht
      have ht' : 0 < t := ht
      have h1 : 1 + t ≠ 0 := by positivity
      have h2 : √t ≠ 0 := (Real.sqrt_pos.2 ht').ne'
      refine (((Real.hasDerivAt_sqrt ht'.ne').arctan).const_mul (2 : ℝ)).congr_deriv ?_
      rw [Real.sq_sqrt ht'.le]
      field_simp
    · intro t ht
      have ht' : 0 < t := ht
      positivity
    · exact ((Real.tendsto_arctan_atTop.mono_right nhdsWithin_le_nhds).comp
        Real.tendsto_sqrt_atTop).const_mul 2
  refine Integrable.mono' (Integrable.const_mul hreal (1 + (‖z‖ + 1) / z.im)) ?_ ?_
  · have hm : Measurable (fun t : ℝ => (jointDOS 1 t : ℂ) / ((t : ℂ) - z)) := by
      unfold jointDOS
      fun_prop
    exact hm.aestronglyMeasurable
  · refine (ae_restrict_iff' measurableSet_Ioi).2 (ae_of_all _ fun t ht => ?_)
    have ht' : 0 < t := ht
    rw [(jointDOS_values ht').1, norm_div, Complex.norm_real,
      Real.norm_of_nonneg (by positivity)]
    have him : z.im ≤ ‖(t : ℂ) - z‖ := by
      have h := (neg_le_abs _).trans (Complex.abs_im_le_norm ((t : ℂ) - z))
      simpa using h
    have htri : t ≤ ‖(t : ℂ) - z‖ + ‖z‖ := by
      have h := norm_add_le ((t : ℂ) - z) z
      rw [sub_add_cancel, Complex.norm_real, Real.norm_of_nonneg ht'.le] at h
      exact h
    have hC : 1 + t ≤ (1 + (‖z‖ + 1) / z.im) * ‖(t : ℂ) - z‖ := by
      have h : ‖z‖ + 1 ≤ (‖z‖ + 1) / z.im * ‖(t : ℂ) - z‖ := by
        rw [div_mul_eq_mul_div, le_div_iff₀ hz]
        gcongr
      rw [add_mul, one_mul]
      linarith
    rw [← mul_div_assoc, div_le_div_iff₀ (hz.trans_le him) (by positivity)]
    calc (√t)⁻¹ * (1 + t) ≤ (√t)⁻¹ * ((1 + (‖z‖ + 1) / z.im) * ‖(t : ℂ) - z‖) :=
          mul_le_mul_of_nonneg_left hC (by positivity)
      _ = _ := by ring
```

Q: Where is my square root pinned down?

A: In `root_spec`, by the argument-halving above. The next theorem then takes any `s` with those two properties. Its `G` is the bracketed antiderivative, `hG` differentiates it and `hlim` finds the limit $\pi/s$.

```lean
/-- For `Im z > 0` the principal root `(-z)^(1/2)` has positive real part and squares to `-z`. -/
theorem root_spec {z : ℂ} (hz : 0 < z.im) :
    0 < ((-z) ^ (1 / 2 : ℂ)).re ∧ ((-z) ^ (1 / 2 : ℂ)) ^ 2 = -z := by
  have h0 : -z ≠ 0 := by
    intro h
    rw [neg_eq_zero.1 h] at hz
    simp at hz
  rw [Complex.cpow_def_of_ne_zero h0]
  constructor
  · have him : (Complex.log (-z) * (1 / 2 : ℂ)).im = Complex.arg (-z) / 2 := by
      rw [show Complex.log (-z) * (1 / 2 : ℂ) = ((1 / 2 : ℝ) : ℂ) * Complex.log (-z) by
        push_cast; ring, Complex.im_ofReal_mul, Complex.log_im]
      ring
    have h1 := Complex.neg_pi_lt_arg (-z)
    have h2 : Complex.arg (-z) < 0 := Complex.arg_neg_iff.2 (by simpa using hz)
    rw [Complex.exp_re, him]
    exact mul_pos (Real.exp_pos _)
      (Real.cos_pos_of_mem_Ioo ⟨by linarith, by linarith [Real.pi_pos]⟩)
  · rw [← Complex.exp_nat_mul, show ((2 : ℕ) : ℂ) * (Complex.log (-z) * (1 / 2 : ℂ))
      = Complex.log (-z) by push_cast; ring, Complex.exp_log h0]

/-- If `Im z > 0` and `s` is the square root of `-z` with positive real part, the
one-dimensional response is `π / s`. -/
theorem response1D_eq_pi_div {z s : ℂ} (hz : 0 < z.im) (hs : 0 < s.re) (hsz : s ^ 2 = -z) :
    response1D z = Real.pi / s := by
  have hs0 : s ≠ 0 := by
    rintro rfl
    simp at hs
  have hp : ∀ u : ℝ, s + Complex.I * u ∈ Complex.slitPlane := fun u =>
    Complex.mem_slitPlane_iff.2 (Or.inl (by simpa using hs))
  have hm : ∀ u : ℝ, s - Complex.I * u ∈ Complex.slitPlane := fun u =>
    Complex.mem_slitPlane_iff.2 (Or.inl (by simpa using hs))
  have hIs : Complex.I * s ≠ 0 := mul_ne_zero Complex.I_ne_zero hs0
  -- antiderivative in the variable `u = √t`
  let G : ℝ → ℂ := fun u =>
    (Complex.log (s + Complex.I * u) - Complex.log (s - Complex.I * u)) / (Complex.I * s)
  have hG : ∀ u : ℝ, HasDerivAt G (2 / (s ^ 2 + (u : ℂ) ^ 2)) u := by
    intro u
    have h0 : HasDerivAt (fun u : ℝ => (u : ℂ)) 1 u := by
      simpa using (hasDerivAt_id u).ofReal_comp
    have h1 := ((h0.const_mul Complex.I).const_add s).clog_real (hp u)
    have h2 := ((h0.const_mul Complex.I).const_sub s).clog_real (hm u)
    refine ((h1.fun_sub h2).div_const (Complex.I * s)).congr_deriv ?_
    have a := Complex.slitPlane_ne_zero (hp u)
    have b := Complex.slitPlane_ne_zero (hm u)
    rw [show s ^ 2 + (u : ℂ) ^ 2 = (s + Complex.I * u) * (s - Complex.I * u) by
      linear_combination (u : ℂ) ^ 2 * Complex.I_sq, div_sub_div _ _ a b, div_div,
      div_eq_div_iff (mul_ne_zero (mul_ne_zero a b) hIs) (mul_ne_zero a b)]
    ring
  have hGc : Continuous G := continuous_iff_continuousAt.2 fun u => (hG u).continuousAt
  -- at large `u` the two logarithms differ by `iπ`
  have hlim : Tendsto G atTop (𝓝 (Real.pi / s)) := by
    have hinv : Tendsto (fun u : ℝ => s * ((u⁻¹ : ℝ) : ℂ)) atTop (𝓝 0) := by
      have h := ((Complex.continuous_ofReal.tendsto 0).comp
        (tendsto_inv_atTop_zero (𝕜 := ℝ))).const_mul s
      rw [Complex.ofReal_zero, mul_zero] at h
      exact h
    have h1 := hinv.add_const Complex.I
    have h2 := hinv.sub_const Complex.I
    rw [zero_add] at h1
    rw [zero_sub] at h2
    have h3 := ((h1.clog (by simp [Complex.mem_slitPlane_iff])).sub
      (h2.clog (by simp [Complex.mem_slitPlane_iff]))).div_const (Complex.I * s)
    have hval : (Complex.log Complex.I - Complex.log (-Complex.I)) / (Complex.I * s)
        = Real.pi / s := by
      rw [Complex.log_I, Complex.log_neg_I, div_eq_div_iff hIs hs0]
      ring
    rw [hval] at h3
    refine h3.congr' ?_
    filter_upwards [eventually_gt_atTop (0 : ℝ)] with u hu
    have hu0 : (u : ℂ) ≠ 0 := Complex.ofReal_ne_zero.2 hu.ne'
    have e1 : s + Complex.I * u = (u : ℂ) * (s * ((u⁻¹ : ℝ) : ℂ) + Complex.I) := by
      rw [Complex.ofReal_inv]
      linear_combination (-s) * mul_inv_cancel₀ hu0
    have e2 : s - Complex.I * u = (u : ℂ) * (s * ((u⁻¹ : ℝ) : ℂ) - Complex.I) := by
      rw [Complex.ofReal_inv]
      linear_combination (-s) * mul_inv_cancel₀ hu0
    have n1 := Complex.slitPlane_ne_zero (hp u)
    have n2 := Complex.slitPlane_ne_zero (hm u)
    rw [e1] at n1
    rw [e2] at n2
    simp only [G]
    rw [e1, e2, Complex.log_ofReal_mul hu (right_ne_zero_of_mul n1),
      Complex.log_ofReal_mul hu (right_ne_zero_of_mul n2), add_sub_add_left_eq_sub]
  have key := integral_Ioi_of_hasDerivAt_of_tendsto (f := G ∘ Real.sqrt) (a := 0)
    (hGc.comp Real.continuous_sqrt).continuousWithinAt
    (fun t ht => by
      have ht' : 0 < t := ht
      refine ((hG (√t)).scomp t (Real.hasDerivAt_sqrt ht'.ne')).congr_deriv ?_
      rw [(jointDOS_values ht').1, hsz, ← Complex.ofReal_pow, Real.sq_sqrt ht'.le,
        Complex.real_smul, show -z + (t : ℂ) = t - z by ring]
      push_cast
      ring)
    (integrable_response1D hz) (hlim.comp Real.tendsto_sqrt_atTop)
  rw [response1D, key]
  simp [G]
```

Q: Then the three line shapes should follow.

A: They do, for every real `L`; the physical case is $L>0$. The first part rewrites $\pi/s$ as a power, the second uses the logarithm, and `h3` in the third is the factor-of-$z$ identity.

```lean
/-- Broadened edge line shapes: for `Im z > 0` the responses in one, two and three dimensions
are `π(-z)^(-1/2)`, `log(L-z) - log(-z)` and `-π(-z)^(1/2)`, on principal branches. -/
theorem edge_line_shapes {z : ℂ} (hz : 0 < z.im) (L : ℝ) :
    response1D z = Real.pi * (-z) ^ (-1 / 2 : ℂ) ∧
    response2D L z = Complex.log (L - z) - Complex.log (-z) ∧
    response3D z = -Real.pi * (-z) ^ (1 / 2 : ℂ) := by
  obtain ⟨hre, hsq⟩ := root_spec hz
  have h1 := response1D_eq_pi_div hz hre hsq
  have hslit : ∀ t : ℝ, (t : ℂ) - z ∈ Complex.slitPlane := fun t =>
    Complex.mem_slitPlane_iff.2 (Or.inr (by simpa using hz.ne'))
  have hne : ∀ t : ℝ, (t : ℂ) - z ≠ 0 := fun t => Complex.slitPlane_ne_zero (hslit t)
  refine ⟨?_, ?_, ?_⟩
  · rw [h1, show (-1 / 2 : ℂ) = -(1 / 2) by ring, Complex.cpow_neg, ← div_eq_mul_inv]
  · have hd : ∀ t : ℝ, jointDOS 2 t = 1 := fun t => by norm_num [jointDOS]
    simp only [response2D, hd, Complex.ofReal_one]
    rw [intervalIntegral.integral_eq_sub_of_hasDerivAt
      (f := fun t : ℝ => Complex.log ((t : ℂ) - z))]
    · simp
    · intro t _
      have h0 : HasDerivAt (fun u : ℝ => (u : ℂ)) 1 t := by
        simpa using (hasDerivAt_id t).ofReal_comp
      exact (h0.sub_const z).clog_real (hslit t)
    · exact (continuous_const.div (Complex.continuous_ofReal.sub continuous_const)
        hne).intervalIntegrable _ _
  · -- the subtracted integrand is `z` times the one-dimensional one
    have aux : ∀ q w : ℂ, q ≠ 0 → q ^ 2 - w ≠ 0 →
        q * (1 / (q ^ 2 - w) - 1 / q ^ 2) = w * (q⁻¹ / (q ^ 2 - w)) := by
      intro q w hq hw
      field_simp
      ring
    have h3 : response3D z = z * response1D z := by
      rw [response3D, response1D, ← integral_const_mul]
      refine setIntegral_congr_fun measurableSet_Ioi fun t ht => ?_
      have ht' : 0 < t := ht
      have hq : ((√t : ℝ) : ℂ) ^ 2 = t := by
        rw [← Complex.ofReal_pow, Real.sq_sqrt ht'.le]
      have h := aux ((√t : ℝ) : ℂ) z
        (Complex.ofReal_ne_zero.2 (Real.sqrt_pos.2 ht').ne') (by rw [hq]; exact hne t)
      rw [hq] at h
      simp only [(jointDOS_values ht').1, (jointDOS_values ht').2.2, Complex.ofReal_inv]
      exact h
    have hs0 : (-z) ^ (1 / 2 : ℂ) ≠ 0 := by
      intro h
      rw [h] at hre
      simp at hre
    rw [h3, h1, ← mul_div_assoc, div_eq_iff hs0]
    linear_combination (Real.pi : ℂ) * hsq
```

Q: I would write $(-z)^{1/2}=(-1)^{1/2}z^{1/2}=iz^{1/2}$ and get $-i\pi z^{1/2}$ in three dimensions.

A: That is how the gain gets in. Principal powers don't split this way: for $\operatorname{Im}z>0$, $\log(-z)=\log z-i\pi$, so $(-z)^{1/2}=-iz^{1/2}$ and $(-z)^{-1/2}=iz^{-1/2}$. The responses become $i\pi z^{-1/2}$, $\log(L-z)-\log z+i\pi$ and $i\pi z^{1/2}$. In the code, `hlog` supplies the shift and `hE` the factor $e^{i\pi/2}=i$.

```lean
/-- Phase form of the line shapes: for `Im z > 0` they are `iπ z^(-1/2)`,
`log(L-z) - log z + iπ` and `iπ z^(1/2)`. -/
theorem edge_line_shapes_phase {z : ℂ} (hz : 0 < z.im) (L : ℝ) :
    response1D z = Complex.I * Real.pi * z ^ (-1 / 2 : ℂ) ∧
    response2D L z = Complex.log (L - z) - Complex.log z + Complex.I * Real.pi ∧
    response3D z = Complex.I * Real.pi * z ^ (1 / 2 : ℂ) := by
  obtain ⟨h1, h2, h3⟩ := edge_line_shapes hz L
  have h0 : z ≠ 0 := by
    rintro rfl
    simp at hz
  have hlog : Complex.log (-z) = Complex.log z - Real.pi * Complex.I := by
    rw [Complex.log, Complex.log, norm_neg, Complex.arg_neg_eq_arg_sub_pi_of_im_pos hz]
    push_cast
    ring
  have hE : Complex.exp (Real.pi / 2 * Complex.I) = Complex.I := by
    rw [Complex.exp_mul_I, Complex.cos_pi_div_two, Complex.sin_pi_div_two]
    ring
  refine ⟨?_, ?_, ?_⟩
  · rw [h1, Complex.cpow_def_of_ne_zero (neg_ne_zero.2 h0), Complex.cpow_def_of_ne_zero h0,
      hlog, show (Complex.log z - Real.pi * Complex.I) * (-1 / 2 : ℂ)
        = Complex.log z * (-1 / 2 : ℂ) + Real.pi / 2 * Complex.I by ring, Complex.exp_add, hE]
    ring
  · rw [h2, hlog]
    ring
  · rw [h3, Complex.cpow_def_of_ne_zero (neg_ne_zero.2 h0), Complex.cpow_def_of_ne_zero h0,
      hlog, show (Complex.log z - Real.pi * Complex.I) * (1 / 2 : ℂ)
        = Complex.log z * (1 / 2 : ℂ) + -(Real.pi / 2 * Complex.I) by ring, Complex.exp_add,
      Complex.exp_neg, hE, Complex.inv_I]
    ring
```

Q: Do I recover ordinary absorption when the broadening vanishes?

A: Yes, at a fixed energy $x>0$ above the edge, with $x<L$. As $\Gamma\to0^+$, $z\to x$, where the phase forms are continuous, although $-z$ approaches the cut. The powers become $x^{\mp1/2}$ and both logarithms become real, so the imaginary parts tend to $\pi x^{-1/2}$, $\pi$ and $\pi x^{1/2}$: $\pi$ times the density each time, with the positive sign you wanted. The helper `lift` carries this continuity over to the integrals.

```lean
/-- At an energy `x` above the edge, and below the cutoff `L` in two dimensions, the imaginary
part of each response tends to `π` times the joint density of states as the broadening `Γ`
tends to zero from above. -/
theorem absorption_sharp_limit {x L : ℝ} (hx : 0 < x) (hL : x < L) :
    Tendsto (fun Γ : ℝ => (response1D (x + Γ * Complex.I)).im) (𝓝[>] 0)
      (𝓝 (Real.pi * jointDOS 1 x)) ∧
    Tendsto (fun Γ : ℝ => (response2D L (x + Γ * Complex.I)).im) (𝓝[>] 0)
      (𝓝 (Real.pi * jointDOS 2 x)) ∧
    Tendsto (fun Γ : ℝ => (response3D (x + Γ * Complex.I)).im) (𝓝[>] 0)
      (𝓝 (Real.pi * jointDOS 3 x)) := by
  have hz : Tendsto (fun Γ : ℝ => (x : ℂ) + Γ * Complex.I) (𝓝[>] 0) (𝓝 (x : ℂ)) := by
    have hc : Continuous (fun Γ : ℝ => (x : ℂ) + Γ * Complex.I) := by fun_prop
    have h := hc.tendsto 0
    rw [Complex.ofReal_zero, zero_mul, add_zero] at h
    exact h.mono_left nhdsWithin_le_nhds
  -- if the phase form is continuous at `x`, its value there gives the limit of the response
  have lift : ∀ (f g : ℂ → ℂ) (c : ℝ), (∀ z : ℂ, 0 < z.im → f z = g z) →
      ContinuousAt g (x : ℂ) → (g x).im = c →
      Tendsto (fun Γ : ℝ => (f (x + Γ * Complex.I)).im) (𝓝[>] 0) (𝓝 c) := by
    intro f g c hfg hg hc
    rw [← hc]
    refine ((Complex.continuous_im.tendsto _).comp (hg.tendsto.comp hz)).congr' ?_
    filter_upwards [self_mem_nhdsWithin] with Γ hΓ
    have hΓ' : 0 < Γ := hΓ
    have h : 0 < ((x : ℂ) + Γ * Complex.I).im := by simpa using hΓ'
    simp only [Function.comp_apply, hfg _ h]
  have hxs : (x : ℂ) ∈ Complex.slitPlane := Complex.ofReal_mem_slitPlane.2 hx
  have hLs : (L : ℂ) - (x : ℂ) ∈ Complex.slitPlane := by
    rw [← Complex.ofReal_sub]
    exact Complex.ofReal_mem_slitPlane.2 (sub_pos.2 hL)
  refine ⟨?_, ?_, ?_⟩
  · refine lift _ (fun z => Complex.I * Real.pi * z ^ (-1 / 2 : ℂ)) _
      (fun z h => (edge_line_shapes_phase h L).1)
      (continuousAt_const.mul (continuousAt_cpow_const hxs)) ?_
    have e : (x : ℂ) ^ (-1 / 2 : ℂ) = (jointDOS 1 x : ℂ) := by
      rw [jointDOS, Complex.ofReal_cpow hx.le]
      congr 1
      norm_num
    show (Complex.I * Real.pi * (x : ℂ) ^ (-1 / 2 : ℂ)).im = _
    rw [e]
    simp
  · refine lift _ (fun z => Complex.log (L - z) - Complex.log z + Complex.I * Real.pi) _
      (fun z h => (edge_line_shapes_phase h L).2.1)
      ((((continuousAt_const.sub continuousAt_id).clog hLs).sub
        (continuousAt_id.clog hxs)).add continuousAt_const) ?_
    show (Complex.log ((L : ℂ) - x) - Complex.log x + Complex.I * Real.pi).im = _
    rw [(jointDOS_values hx).2.1, ← Complex.ofReal_sub,
      ← Complex.ofReal_log (sub_pos.2 hL).le, ← Complex.ofReal_log hx.le]
    simp
  · refine lift _ (fun z => Complex.I * Real.pi * z ^ (1 / 2 : ℂ)) _
      (fun z h => (edge_line_shapes_phase h L).2.2)
      (continuousAt_const.mul (continuousAt_cpow_const hxs)) ?_
    have e : (x : ℂ) ^ (1 / 2 : ℂ) = (jointDOS 3 x : ℂ) := by
      rw [jointDOS, Complex.ofReal_cpow hx.le]
      congr 1
      norm_num
    show (Complex.I * Real.pi * (x : ℂ) ^ (1 / 2 : ℂ)).im = _
    rw [e]
    simp

end

end BroadenedEdge
```

```lean
#print axioms BroadenedEdge.edge_line_shapes
#print axioms BroadenedEdge.absorption_sharp_limit
```

```
'BroadenedEdge.edge_line_shapes' depends on axioms: [propext, Classical.choice, Quot.sound]
'BroadenedEdge.absorption_sharp_limit' depends on axioms: [propext, Classical.choice, Quot.sound]
```
